# A long-time sine filter recovers the weights of finitely many undamped core-hole modes with distinct positive frequencies

To get core-level satellites from a real-time core-hole calculation, I first need the mode weights in the cumulant. I multiply the recorded signal by $\sin(w_k t)$, integrate over the length $T$ of the run, and scale by $2/T$. I then use the result as the weight $a_k$ of mode $k$ in the cumulant. My signal is a finite sum

$$R(t)=\sum_j a_j\sin(w_j t),$$

with distinct positive frequencies $w_j$. The claim is that

$$\frac{2}{T}\int_0^T R(t)\sin(w_k t)\,dt\;\longrightarrow\;a_k\qquad(T\to\infty).$$

Can this be made rigorous and machine-checked in Lean 4, preferably with an error estimate for finite $T$? I would also like to see it proved that these $a_j$ are the weights in the cumulant.

## The error is at most a constant divided by T

The limit and an error estimate can both be proved. For the cumulant, the proof shows that the Landau form given below, built with the weights $a_j$, has $R$ as the imaginary part of its second derivative. That the recorded signal is this quantity is a physical assumption. Start with a single mode of frequency $p>0$ and unit weight, probed at $\nu>0$. The product of sines is

$$\sin(pt)\sin(\nu t)=\tfrac12\big[\cos((p-\nu)t)-\cos((p+\nu)t)\big].$$

If $p\neq\nu$, integrating and multiplying by $2/T$ gives

$$\frac1T\left[\frac{\sin((p-\nu)T)}{p-\nu}-\frac{\sin((p+\nu)T)}{p+\nu}\right].$$

If $p=\nu$, the first cosine equals 1 and integrates to $T$, so the result is

$$1-\frac{\sin(2\nu T)}{2\nu T}.$$

The integral is linear in $R$, so the filtered signal $S_\nu(T)$ is the sum of these expressions weighted by $a_j$. Let $A(\nu)=\sum_{w_j=\nu}a_j$ be the total weight at the probe frequency. Then

$$S_\nu(T)-A(\nu)=\frac1T\left[\sum_{w_j\ne\nu}a_j\frac{\sin((w_j-\nu)T)}{w_j-\nu}-\sum_j a_j\frac{\sin((w_j+\nu)T)}{w_j+\nu}\right].$$

Since $|\sin|\le1$,

$$|S_\nu(T)-A(\nu)|\le\frac1T\left[\sum_j\frac{|a_j|}{w_j+\nu}+\sum_{w_j\neq\nu}\frac{|a_j|}{|w_j-\nu|}\right].$$

The bracket does not depend on $T$, so $S_\nu(T)\to A(\nu)$. For distinct frequencies and $\nu=w_k$, only mode $k$ contributes to $A(\nu)$, and the limit is $a_k$. It follows that two signals with the same distinct positive frequencies that agree for all $t\ge0$ have the same weights, because their filtered values have the same limit.

The link to the cumulant comes from differentiating its Landau form twice:

$$C(t)=\sum_j\frac{a_j}{w_j^2}\left(e^{-iw_jt}+iw_jt-1\right),$$

$$C'(t)=\sum_j\frac{a_j}{w_j}\,i\left(1-e^{-iw_jt}\right),\qquad C''(t)=-\sum_j a_je^{-iw_jt}.$$

Since $\operatorname{Im}(-e^{-iw_jt})=\sin(w_jt)$, the imaginary part of $C''$ is $R$.

## Two modes at frequencies 1 and 2

Take $w=(1,2)$ and $a=(2,3)$ in arbitrary units, and probe at $\nu=1$:

$$S_1(T)=2-\frac{\sin 2T}{T}+\frac3T\left(\sin T-\frac{\sin3T}{3}\right).$$

At $T=41\pi/2\approx64.4$ we have $\sin2T=0$, $\sin T=1$ and $\sin3T=-1$. Hence $S_1=2+4/T\approx2.062$. The bound allows an error of $(2/2+3/3+3/1)/T=5/T\approx0.078$, and the actual error is $0.062$. When $T$ is a positive multiple of $\pi$, all three sines vanish and the filter returns exactly 2.

## The filter in a real-time run

With the sine signal $R(t)$ stored on a uniform time grid as `R`, the step is one line of Python:

`weight = 2*dt/T * np.sum(R*np.sin(nu*t))`

If the run records the induced potential after a step switch-on, `R` is not that potential but its time derivative times a constant factor. The factor has to be included, because the weights enter an exponent. If the frequencies are unknown, `nu` is scanned first. The error in `nu` should then be small compared with $1/T$, because at a fixed frequency that carries no mode the filtered signal tends to zero. The error bound helps to choose the run length: a neighbouring mode $j$ contributes at most $|a_j|/(|w_j-w_k|\,T)$ through its difference frequency, so a strong mode close to a weak one calls for a long run. The weights then enter $C(t)$, and the Fourier transform of $e^{C(t)}$ gives the core-level satellites in this model of finitely many undamped modes. The $a_k$ are not themselves satellite intensities: expanding the exponential shows that the excitation of one quantum of mode $k$ has $a_k/w_k^2$ times the intensity of the main line.

## Signal, filter and cumulant as Lean objects

The modes are labelled by a finite type `ι`, and `a w : ι → ℝ` are their weights and angular frequencies, with $\hbar=1$. The theorems allow weights of either sign, although bosonic modes coupled linearly to a core hole have $a_j\ge0$. `response a w` is $R$, and `sineFilter R ν T` is the integral over $[0,T]$ with its factor $2/T$. The functions `cumulant` and `cumulantRate` are $C$ and the closed form of $C'$, with the phase convention $e^{-i\nu t}$.

The main theorem, `sineFilter_recovers_weight`, assumes that every frequency is positive (`hw`) and that different labels have different frequencies (`hinj`). It states that the filter at `w k` tends to `a k` as $T\to\infty$, which is what `Tendsto … atTop (𝓝 (a k))` expresses.

Two more general theorems, `sineFilter_error` and `sineFilter_tendsto_total_weight`, do without `hinj` and allow any positive probe frequency. They give the error bound and the limit for the total weight `∑ j with w j = ν, a j`, which is zero if no mode lies at `ν`. `weights_unique` is the uniqueness result, and `cumulant_second_derivative` gives both derivatives of the cumulant and identifies the imaginary part of the second with `response a w t`; it needs only nonzero frequencies.

The sine form of the signal is assumed, not derived from an electronic Hamiltonian. It stands for linear, undamped modes. If the core potential is switched on as a step, such modes build up an induced potential made of terms $1-\cos(w_jt)$, so the sine signal corresponds to its time derivative, up to a constant factor. Damping, a continuum of modes and the error of the time grid are not treated.

```lean
import Mathlib

open Filter Topology

namespace CoreHoleSineFilter

noncomputable section

variable {ι : Type*} [Fintype ι]

/-- A finite sum of undamped sine modes with angular frequencies `w j` and weights `a j`. -/
def response (a w : ι → ℝ) (t : ℝ) : ℝ := ∑ j, a j * Real.sin (w j * t)

/-- The sine transform of a signal `R` at probe frequency `ν` over the observation time `T > 0`,
normalised by `2 / T`. -/
def sineFilter (R : ℝ → ℝ) (ν T : ℝ) : ℝ :=
  2 / T * ∫ t in (0 : ℝ)..T, R t * Real.sin (ν * t)

/-- The phase factor `exp (-i ν t)` of a mode of frequency `ν`. -/
def phase (ν t : ℝ) : ℂ := Complex.exp (-(Complex.I * ν) * t)

/-- The core-hole cumulant in Landau form, for nonzero mode frequencies `w j`. -/
def cumulant (a w : ι → ℝ) : ℝ → ℂ := fun t =>
  ∑ j, ((a j : ℂ) / (w j : ℂ) ^ 2) * (phase (w j) t + Complex.I * w j * t - 1)

/-- The closed form of the cumulant's rate of change, for nonzero mode frequencies `w j`. -/
def cumulantRate (a w : ι → ℝ) : ℝ → ℂ := fun t =>
  ∑ j, ((a j : ℂ) / (w j : ℂ)) * (Complex.I * (1 - phase (w j) t))

/-- For nonzero mode frequencies, the cumulant has the first and second time derivatives given here,
and the imaginary part of the second is `response a w t`. -/
theorem cumulant_second_derivative (a w : ι → ℝ) (hw : ∀ j, w j ≠ 0) (t : ℝ) :
    HasDerivAt (cumulant a w) (cumulantRate a w t) t ∧
    HasDerivAt (cumulantRate a w) (∑ j, -((a j : ℂ) * phase (w j) t)) t ∧
    (∑ j, -((a j : ℂ) * phase (w j) t)).im = response a w t := by
  have hlin : ∀ c : ℂ, HasDerivAt (fun s : ℝ => c * (s : ℂ)) c t := fun c =>
    ((hasDerivAt_id' t).ofReal_comp.const_mul c).congr_deriv (by simp)
  have hph : ∀ ν : ℝ, HasDerivAt (fun s : ℝ => phase ν s)
      (phase ν t * -(Complex.I * ν)) t := fun ν => (hlin (-(Complex.I * ν))).cexp
  have hw' : ∀ j, (w j : ℂ) ≠ 0 := fun j => Complex.ofReal_ne_zero.2 (hw j)
  refine ⟨?_, ?_, ?_⟩
  · simp only [cumulantRate]
    apply HasDerivAt.fun_sum
    intro j _
    have hc : (a j : ℂ) / (w j : ℂ) ^ 2 * w j = a j / w j := by
      have := hw' j
      field_simp
    refine ((((hph (w j)).fun_add (hlin (Complex.I * w j))).sub_const 1).const_mul
      ((a j : ℂ) / (w j : ℂ) ^ 2)).congr_deriv ?_
    linear_combination (Complex.I * (1 - phase (w j) t)) * hc
  · change HasDerivAt (fun s : ℝ =>
      ∑ j, ((a j : ℂ) / (w j : ℂ)) * (Complex.I * (1 - phase (w j) s))) _ t
    apply HasDerivAt.fun_sum
    intro j _
    have hc : (a j : ℂ) / w j * w j = a j := div_mul_cancel₀ _ (hw' j)
    refine ((((hph (w j)).const_sub 1).const_mul Complex.I).const_mul
      ((a j : ℂ) / w j)).congr_deriv ?_
    linear_combination ((a j : ℂ) / w j * w j * phase (w j) t) * Complex.I_sq
      - phase (w j) t * hc
  · have him : ∀ ν : ℝ, (phase ν t).im = -Real.sin (ν * t) := by
      intro ν
      have e : -(Complex.I * ν) * t = ((-(ν * t) : ℝ) : ℂ) * Complex.I := by
        push_cast
        ring
      rw [phase, e, Complex.exp_ofReal_mul_I_im, Real.sin_neg]
    rw [Complex.im_sum, response]
    refine Finset.sum_congr rfl fun j _ => ?_
    rw [Complex.neg_im, Complex.im_ofReal_mul, him]
    ring

/-- For `c ≠ 0`, the function `sin (c t) / c` is an antiderivative of `cos (c t)`. -/
theorem hasDerivAt_sin_div {c : ℝ} (hc : c ≠ 0) (t : ℝ) :
    HasDerivAt (fun s => Real.sin (c * s) / c) (Real.cos (c * t)) t := by
  have h0 : HasDerivAt (fun s : ℝ => c * s) c t :=
    ((hasDerivAt_id' t).const_mul c).congr_deriv (mul_one c)
  have h1 : HasDerivAt (fun s => Real.sin (c * s)) (Real.cos (c * t) * c) t := h0.sin
  exact (h1.div_const c).congr_deriv (mul_div_cancel_right₀ _ hc)

/-- Off resonance, the filtered signal of a single mode consists of a difference-frequency and a
sum-frequency term, each divided by the observation time. -/
theorem sineFilter_off_resonance {p ν : ℝ} (hd : p - ν ≠ 0) (hs : p + ν ≠ 0) (T : ℝ) :
    sineFilter (fun t => Real.sin (p * t)) ν T =
      (Real.sin ((p - ν) * T) / (p - ν) - Real.sin ((p + ν) * T) / (p + ν)) / T := by
  have hF : ∀ t, HasDerivAt
      (fun s => (Real.sin ((p - ν) * s) / (p - ν) - Real.sin ((p + ν) * s) / (p + ν)) / 2)
      (Real.sin (p * t) * Real.sin (ν * t)) t := fun t =>
    (((hasDerivAt_sin_div hd t).fun_sub (hasDerivAt_sin_div hs t)).div_const 2).congr_deriv (by
      rw [sub_mul, add_mul, Real.cos_sub, Real.cos_add]
      ring)
  have hI : IntervalIntegrable (fun t => Real.sin (p * t) * Real.sin (ν * t))
      MeasureTheory.volume 0 T := Continuous.intervalIntegrable (by fun_prop) _ _
  simp only [sineFilter]
  rw [intervalIntegral.integral_eq_sub_of_hasDerivAt (fun t _ => hF t) hI]
  simp only [mul_zero, Real.sin_zero, zero_div, sub_zero]
  ring

/-- On resonance, the filtered signal of a single mode of unit weight is one minus an oscillating
term divided by the observation time. -/
theorem sineFilter_on_resonance {ν T : ℝ} (hν : ν + ν ≠ 0) (hT : T ≠ 0) :
    sineFilter (fun t => Real.sin (ν * t)) ν T =
      1 - Real.sin ((ν + ν) * T) / (ν + ν) / T := by
  have hF : ∀ t, HasDerivAt (fun s => (s - Real.sin ((ν + ν) * s) / (ν + ν)) / 2)
      (Real.sin (ν * t) * Real.sin (ν * t)) t := fun t =>
    (((hasDerivAt_id' t).fun_sub (hasDerivAt_sin_div hν t)).div_const 2).congr_deriv (by
      rw [add_mul, Real.cos_add]
      linear_combination (-1 / 2) * Real.sin_sq_add_cos_sq (ν * t))
  have hI : IntervalIntegrable (fun t => Real.sin (ν * t) * Real.sin (ν * t))
      MeasureTheory.volume 0 T := Continuous.intervalIntegrable (by fun_prop) _ _
  simp only [sineFilter]
  rw [intervalIntegral.integral_eq_sub_of_hasDerivAt (fun t _ => hF t) hI]
  simp only [mul_zero, Real.sin_zero, zero_div, sub_zero]
  linear_combination div_self hT

/-- The filter acts on the response mode by mode. -/
theorem sineFilter_response (a w : ι → ℝ) (ν T : ℝ) :
    sineFilter (response a w) ν T =
      ∑ j, a j * sineFilter (fun t => Real.sin (w j * t)) ν T := by
  have h : ∫ t in (0 : ℝ)..T, response a w t * Real.sin (ν * t) =
      ∑ j, a j * ∫ t in (0 : ℝ)..T, Real.sin (w j * t) * Real.sin (ν * t) := by
    simp only [response, Finset.sum_mul, mul_assoc]
    rw [intervalIntegral.integral_finsetSum]
    · simp only [intervalIntegral.integral_const_mul]
    · intro j _
      exact Continuous.intervalIntegrable (by fun_prop) _ _
  simp only [sineFilter]
  rw [h, Finset.mul_sum]
  refine Finset.sum_congr rfl fun j _ => ?_
  ring

/-- For positive mode frequencies and positive `ν` and `T`, the filter at `ν` differs from the total
weight of the modes at `ν` by at most an explicit constant divided by `T`. -/
theorem sineFilter_error (a w : ι → ℝ) (hw : ∀ j, 0 < w j) {ν T : ℝ} (hν : 0 < ν)
    (hT : 0 < T) :
    |sineFilter (response a w) ν T - ∑ j with w j = ν, a j| ≤
      (∑ j, |a j| / (w j + ν) + ∑ j with w j ≠ ν, |a j| / |w j - ν|) / T := by
  -- in absolute value, a term of weight `x` and frequency `c` is at most `|x| / |c| / T`
  have hb : ∀ x c : ℝ, |x * (Real.sin (c * T) / c / T)| ≤ |x| / |c| / T := by
    intro x c
    rw [abs_mul, abs_div, abs_div, abs_of_pos hT]
    calc |x| * (|Real.sin (c * T)| / |c| / T) ≤ |x| * (1 / |c| / T) := by
          gcongr
          exact Real.abs_sin_le_one _
      _ = |x| / |c| / T := by ring
  rw [sineFilter_response, Finset.sum_filter, Finset.sum_filter, ← Finset.sum_sub_distrib,
    ← Finset.sum_add_distrib, Finset.sum_div]
  refine (Finset.abs_sum_le_sum_abs _ _).trans (Finset.sum_le_sum fun j _ => ?_)
  have hs : 0 < w j + ν := add_pos (hw j) hν
  have e2 := hb (a j) (w j + ν)
  rw [abs_of_pos hs] at e2
  by_cases h : w j = ν
  · rw [h] at e2
    rw [if_pos h, if_neg (not_not.2 h), h,
      sineFilter_on_resonance (add_pos hν hν).ne' hT.ne', add_zero,
      show ∀ x y : ℝ, x * (1 - y) - x = -(x * y) from fun x y => by ring, abs_neg]
    exact e2
  · have e1 := abs_le.mp (hb (a j) (w j - ν))
    have e2' := abs_le.mp e2
    rw [if_neg h, if_pos h, sineFilter_off_resonance (sub_ne_zero.2 h) hs.ne', sub_zero,
      sub_div, mul_sub, add_div]
    exact abs_le.mpr ⟨by linarith [e1.1, e2'.2], by linarith [e1.2, e2'.1]⟩

/-- For positive mode frequencies, the filter at any positive `ν` tends at long times to the total
weight of the modes whose frequency is `ν`. -/
theorem sineFilter_tendsto_total_weight (a w : ι → ℝ) (hw : ∀ j, 0 < w j) {ν : ℝ}
    (hν : 0 < ν) :
    Tendsto (sineFilter (response a w) ν) atTop (𝓝 (∑ j with w j = ν, a j)) := by
  have hlim : Tendsto (fun T : ℝ =>
      (∑ j, |a j| / (w j + ν) + ∑ j with w j ≠ ν, |a j| / |w j - ν|) / T) atTop (𝓝 0) :=
    tendsto_const_nhds.div_atTop tendsto_id
  rw [tendsto_iff_norm_sub_tendsto_zero]
  refine squeeze_zero' (Eventually.of_forall fun T => norm_nonneg _) ?_ hlim
  filter_upwards [eventually_gt_atTop (0 : ℝ)] with T hT
  rw [Real.norm_eq_abs]
  exact sineFilter_error a w hw hν hT

/-- For distinct positive mode frequencies, the sine filter of `response a w` at `w k` tends to the
weight `a k` at long times. -/
theorem sineFilter_recovers_weight (a w : ι → ℝ) (hw : ∀ j, 0 < w j)
    (hinj : Function.Injective w) (k : ι) :
    Tendsto (fun T : ℝ => 2 / T * ∫ t in (0 : ℝ)..T, response a w t * Real.sin (w k * t))
      atTop (𝓝 (a k)) := by
  have h := sineFilter_tendsto_total_weight a w hw (hw k)
  have hk : (Finset.univ.filter fun j => w j = w k) = {k} := by
    ext j
    simp [hinj.eq_iff]
  rw [hk, Finset.sum_singleton] at h
  exact h

/-- Two responses with the same distinct positive frequencies that agree at all times `t ≥ 0` have
the same weights. -/
theorem weights_unique (a b w : ι → ℝ) (hw : ∀ j, 0 < w j) (hinj : Function.Injective w)
    (h : ∀ t, 0 ≤ t → response a w t = response b w t) : a = b := by
  funext k
  refine tendsto_nhds_unique (sineFilter_recovers_weight a w hw hinj k)
    ((sineFilter_recovers_weight b w hw hinj k).congr' ?_)
  filter_upwards [eventually_ge_atTop (0 : ℝ)] with T hT
  congr 1
  apply intervalIntegral.integral_congr
  intro t ht
  rw [Set.uIcc_of_le hT] at ht
  simp only [h t ht.1]

end

end CoreHoleSineFilter
```

```lean
#print axioms CoreHoleSineFilter.cumulant_second_derivative
#print axioms CoreHoleSineFilter.sineFilter_recovers_weight
#print axioms CoreHoleSineFilter.weights_unique
```

```
'CoreHoleSineFilter.cumulant_second_derivative' depends on axioms: [propext, Classical.choice, Quot.sound]
'CoreHoleSineFilter.sineFilter_recovers_weight' depends on axioms: [propext, Classical.choice, Quot.sound]
'CoreHoleSineFilter.weights_unique' depends on axioms: [propext, Classical.choice, Quot.sound]
```

## From antiderivatives to the limit

`hasDerivAt_sin_div` says that $\sin(ct)/c$ is an antiderivative of $\cos(ct)$ for $c\ne0$. The two single-mode formulas, `sineFilter_off_resonance` and `sineFilter_on_resonance`, use it to give an explicit antiderivative of the product of sines. The addition formulas for the cosine confirm its derivative, with $\sin^2+\cos^2=1$ also needed on resonance. The fundamental theorem of calculus, `intervalIntegral.integral_eq_sub_of_hasDerivAt`, then evaluates the integral.

`sineFilter_response` is the linearity step: it exchanges the finite sum with the integral and takes out the weights.

In `sineFilter_error`, the auxiliary statement `hb` bounds each oscillating term using $|\sin|\le1$. The sums are combined into one sum over `j`, and the triangle inequality reduces the claim to a single mode. The case split on `w j = ν` then selects the appropriate formula. On resonance only the sum-frequency term remains, while off resonance `linarith` adds the bounds for the two terms.

`sineFilter_tendsto_total_weight` squeezes the error between zero and a constant divided by $T$. For the main theorem, injectivity of `w` turns the set of modes at `w k` into `{k}`, so the total weight becomes `a k`. `weights_unique` observes that the two filtered signals coincide for every $T\ge0$ and applies the uniqueness of limits.

The proof of `cumulant_second_derivative` follows the calculation of $C'$ and $C''$ term by term. `HasDerivAt.fun_sum` differentiates the finite sums, `linear_combination` matches the coefficients, and the last part takes the imaginary part of each phase factor.
